# Off shell, the two time orderings of an exchanged mode combine into one propagator exactly when energy is conserved

In a tree-level calculation of two-particle scattering, one writes a single factor \(i/(q^2-w^2)\) for the exchanged quantum, where \(q\) is the energy transferred and \(w\) the frequency of the exchanged mode. Time-dependent perturbation theory gives two terms instead: either particle may emit the quantum, and the other absorbs it later. Replacing the two terms by the single factor is justified for \(w\neq0\), away from the poles \(q^2=w^2\), and when the energies of the external particles balance.

Units are \(\hbar=c=1\). For a mode of momentum \(\mathbf k\) and mass \(m\), \(w^2=\mathbf k^2+m^2\), so \(q^2-w^2\) is the invariant \(q^2-\mathbf k^2-m^2\). Polarisation sums and vertex factors are left out. Two inputs are taken from field theory: in the vacuum, a free mode of frequency \(w>0\) has the time-ordered correlation \(e^{-iw|t|}/(2w)\), and, for a scalar mode coupled without derivatives, the two orderings of an exchange carry equal vertex factors.

```lean
import Mathlib

open Complex MeasureTheory Filter Topology Set

namespace TimeOrderedPropagator

noncomputable section
```

## The damped mode and its time integral

Let \(t\) be the time between the two events. The correlation is multiplied by the Fourier phase \(e^{iqt}\) and by \(e^{-\varepsilon|t|}\) with \(\varepsilon>0\). The damping stands for switching off correlations at large time separations; it is not a physical decay rate of the mode. The integrand, before normalisation, is

\[
f(t)=e^{iqt-iw|t|-\varepsilon|t|}.
\]

In Lean, `modePhase` takes real \(w,\varepsilon,q,t\) and returns a complex number; `I` is the imaginary unit.

```lean
/-- The time-ordered oscillation of a mode of frequency `w`, damped at rate `ε` and
multiplied by the Fourier phase of energy `q`. -/
def modePhase (w ε q t : ℝ) : ℂ :=
  Complex.exp (I * q * t - I * w * ((|t| : ℝ) : ℂ) - ε * ((|t| : ℝ) : ℂ))
```

The propagator at finite damping is

\[
D_\varepsilon(q)=\int_{-\infty}^{\infty}\frac{f(t)}{2w}\,dt .
\]

```lean
/-- The damped propagator of a mode at energy `q`: the time integral of the mode
oscillation with the normalisation `1/(2w)`, for `w ≠ 0` and `ε > 0`. -/
def dampedPropagator (w ε q : ℝ) : ℂ := ∫ t : ℝ, modePhase w ε q t / (2 * w)
```

The corresponding undamped expression with two independent energies \(a\) and \(b\) is

\[
S(a,b)=\frac{1}{2w}\left[\frac1{a-w}+\frac1{b-w}\right].
\]

It is real and carries no factor \(i\). Keeping \(a\) and \(b\) independent makes it possible to ask what energy conservation contributes.

```lean
/-- The sum of the reciprocals of the two energy denominators `a - w` and `b - w` of old-fashioned
perturbation theory, with the normalisation `1/(2w)`, for `w ≠ 0`, `a ≠ w` and `b ≠ w`. -/
def orderingSum (w a b : ℝ) : ℝ := (1 / (a - w) + 1 / (b - w)) / (2 * w)
```

## One half-line for each ordering

For \(t>0\) the exponent is \((i(q-w)-\varepsilon)t\). Its real part is negative, so the integral converges absolutely:

\[
\int_0^\infty e^{(i(q-w)-\varepsilon)t}\,dt=\frac{-1}{i(q-w)-\varepsilon}=\frac{i}{q-w+i\varepsilon}.
\]

The theorem states integrability on `Ioi 0`, the open half-line, together with this value. In the proof, `heq` replaces \(|t|\) by \(t\), Mathlib's exponential integral supplies the middle expression, and the last line uses \(i^2=-1\) to reach the final one.

```lean
/-- For damping `ε > 0`, the mode oscillation is integrable over positive times, with integral
`i/(q - w + iε)`. -/
theorem positive_times {ε : ℝ} (hε : 0 < ε) (w q : ℝ) :
    IntegrableOn (modePhase w ε q) (Ioi 0) ∧
      ∫ t in Ioi (0 : ℝ), modePhase w ε q t = I / (q - w + I * ε) := by
  have hre : (I * ((q : ℂ) - w) - ε).re < 0 := by simpa using hε
  have heq : EqOn (fun t : ℝ => Complex.exp ((I * ((q : ℂ) - w) - ε) * t))
      (modePhase w ε q) (Ioi 0) := by
    intro t ht
    simp only [modePhase, abs_of_pos (mem_Ioi.mp ht)]
    congr 1
    ring
  have h1 : I * ((q : ℂ) - w) - ε ≠ 0 := by
    intro h
    rw [h] at hre
    simp at hre
  have h2 : (q : ℂ) - w + I * ε ≠ 0 := by
    intro h
    have := congrArg Complex.im h
    simp at this
    linarith
  refine ⟨(integrableOn_exp_mul_complex_Ioi hre 0).congr_fun heq measurableSet_Ioi, ?_⟩
  refine (setIntegral_congr_fun measurableSet_Ioi heq).symm.trans
    ((integral_exp_mul_complex_Ioi hre 0).trans ?_)
  rw [Complex.ofReal_zero, mul_zero, Complex.exp_zero, div_eq_div_iff h1 h2]
  linear_combination (-((q : ℂ) - w)) * I_sq
```

For \(t\le0\), \(|t|=-t\) and the exponent is \((i(q+w)+\varepsilon)t\), which decays towards \(-\infty\):

\[
\int_{-\infty}^0 e^{(i(q+w)+\varepsilon)t}\,dt=\frac{1}{i(q+w)+\varepsilon}=\frac{i}{-q-w+i\varepsilon}.
\]

The proof has the same structure on `Iic 0`, the half-line that includes \(t=0\).

```lean
/-- For damping `ε > 0`, the mode oscillation is integrable over the times `t ≤ 0`, with integral
`i/(-q - w + iε)`. -/
theorem negative_times {ε : ℝ} (hε : 0 < ε) (w q : ℝ) :
    IntegrableOn (modePhase w ε q) (Iic 0) ∧
      ∫ t in Iic (0 : ℝ), modePhase w ε q t = I / (-q - w + I * ε) := by
  have hre : 0 < (I * ((q : ℂ) + w) + ε).re := by simpa using hε
  have heq : EqOn (fun t : ℝ => Complex.exp ((I * ((q : ℂ) + w) + ε) * t))
      (modePhase w ε q) (Iic 0) := by
    intro t ht
    simp only [modePhase, abs_of_nonpos (mem_Iic.mp ht), Complex.ofReal_neg]
    congr 1
    ring
  have h1 : I * ((q : ℂ) + w) + ε ≠ 0 := by
    intro h
    rw [h] at hre
    simp at hre
  have h2 : -(q : ℂ) - w + I * ε ≠ 0 := by
    intro h
    have := congrArg Complex.im h
    simp at this
    linarith
  refine ⟨(integrableOn_exp_mul_complex_Iic hre 0).congr_fun heq measurableSet_Iic, ?_⟩
  refine (setIntegral_congr_fun measurableSet_Iic heq).symm.trans
    ((integral_exp_mul_complex_Iic hre 0).trans ?_)
  rw [Complex.ofReal_zero, mul_zero, Complex.exp_zero, div_eq_div_iff h1 h2]
  linear_combination (-((q : ℂ) + w)) * I_sq
```

The two half-lines cover the real axis without overlap, so the integrals add:

\[
\int_{-\infty}^{\infty} f(t)\,dt=i\left[\frac1{q-w+i\varepsilon}+\frac1{-q-w+i\varepsilon}\right].
\]

Lean joins the integrability statements through the union of the two sets, and the values through the matching addition rule for integrals.

```lean
/-- For damping `ε > 0`, the mode oscillation is integrable over all times, and its integral
is the sum of the contributions of the two time orderings. -/
theorem integral_modePhase {ε : ℝ} (hε : 0 < ε) (w q : ℝ) :
    Integrable (modePhase w ε q) ∧
      ∫ t : ℝ, modePhase w ε q t =
        I * (1 / (q - w + I * ε) + 1 / (-q - w + I * ε)) := by
  have hp := positive_times hε w q
  have hn := negative_times hε w q
  constructor
  · rw [← integrableOn_univ, ← Set.Iic_union_Ioi (a := (0 : ℝ))]
    exact hn.1.union hp.1
  · rw [← intervalIntegral.integral_Iic_add_Ioi hn.1 hp.1, hn.2, hp.2]
    ring
```

## Removing the damping

Put \(W=w-i\varepsilon\). The denominators are \(q-W\) and \(-(q+W)\). Their sum is \(-2W\) and their product is \(-(q^2-W^2)\), so the bracket equals \(2W/(q^2-W^2)\). Multiplying by \(i/(2w)\) gives

\[
D_\varepsilon(q)=\frac{i\,(1-i\varepsilon/w)}{q^2-(w-i\varepsilon)^2}.
\]

Here \(\varepsilon\) is an energy. The textbook form \(q^2-w^2+i\epsilon\) uses a quantity with the dimension of energy squared, which corresponds to \(2w\varepsilon\) at first order. In the proof, `h1` and `h2` show that neither denominator vanishes, because each has imaginary part \(\varepsilon\); `hden` is the product formula.

```lean
/-- For `w ≠ 0` and damping `ε > 0`, the two time orderings combine into a single fraction
with the complex frequency `w - iε` in its denominator. -/
theorem dampedPropagator_closed {w ε : ℝ} (hw : w ≠ 0) (hε : 0 < ε) (q : ℝ) :
    dampedPropagator w ε q =
      I * (1 - I * ε / w) / ((q : ℂ) ^ 2 - (w - I * ε) ^ 2) := by
  have hwC : (w : ℂ) ≠ 0 := by exact_mod_cast hw
  have h1 : (q : ℂ) - w + I * ε ≠ 0 := by
    intro h
    have := congrArg Complex.im h
    simp at this
    linarith
  have h2 : -(q : ℂ) - w + I * ε ≠ 0 := by
    intro h
    have := congrArg Complex.im h
    simp at this
    linarith
  have hden : (q : ℂ) ^ 2 - (w - I * ε) ^ 2 =
      -((q - w + I * ε) * (-q - w + I * ε)) := by ring
  rw [dampedPropagator, integral_div, (integral_modePhase hε w q).2, hden]
  field_simp
  ring
```

If \(q^2\neq w^2\), the denominator stays away from zero as \(\varepsilon\to0^+\), and

\[
\lim_{\varepsilon\to0^+}D_\varepsilon(q)=\frac{i}{q^2-w^2}.
\]

The theorem `feynman_propagator` states the two-term formula for every \(\varepsilon>0\) and this limit for each fixed off-shell \(q\). The notation `𝓝[>] 0` means that \(\varepsilon\) approaches zero from above. Despite its name, the theorem concerns a single mode at a fixed energy; the Feynman propagator as a distribution, with its prescription for integrating across the poles, is a stronger notion. The proof shows that the closed form is continuous at \(\varepsilon=0\), then transfers the limit to the integral, which agrees with it for positive \(\varepsilon\).

The static case \(q=0\) can be read off directly:

\[
D_\varepsilon(0)=\frac{i}{w(-w+i\varepsilon)}\longrightarrow-\frac{i}{w^2}=-\frac{i}{\mathbf k^2+m^2}.
\]

Both orderings contribute equally, and the momentum dependence is that of a Yukawa potential, or of a Coulomb potential for \(m=0\) and \(\mathbf k\neq0\).

```lean
/-- For `w ≠ 0`, the damped propagator is the sum of two time-ordered terms at every `ε > 0`,
and off shell, `q² ≠ w²`, it tends to `i/(q² - w²)` as the damping is removed. -/
theorem feynman_propagator {w : ℝ} (hw : w ≠ 0) :
    (∀ ε > 0, ∀ q : ℝ, dampedPropagator w ε q =
      I / (2 * w) * (1 / (q - w + I * ε) + 1 / (-q - w + I * ε))) ∧
    (∀ q : ℝ, q ^ 2 ≠ w ^ 2 →
      Tendsto (fun ε => dampedPropagator w ε q) (𝓝[>] 0)
        (𝓝 (I / ((q : ℂ) ^ 2 - (w : ℂ) ^ 2)))) := by
  constructor
  · intro ε hε q
    rw [dampedPropagator, integral_div, (integral_modePhase hε w q).2]
    ring
  · intro q hq
    have hd : (q : ℂ) ^ 2 - (w : ℂ) ^ 2 ≠ 0 := by
      intro h
      apply hq
      exact_mod_cast sub_eq_zero.mp h
    -- the closed form is continuous at zero damping
    have hc : ContinuousAt (fun ε : ℝ =>
        I * (1 - I * ε / w) / ((q : ℂ) ^ 2 - (w - I * ε) ^ 2)) 0 := by
      apply ContinuousAt.div
      · fun_prop
      · fun_prop
      · simpa using hd
    have hl := hc.tendsto.mono_left (nhdsWithin_le_nhds (s := Ioi 0))
    simp only [Complex.ofReal_zero, mul_zero, zero_div, sub_zero, mul_one] at hl
    refine hl.congr' ?_
    filter_upwards [self_mem_nhdsWithin] with ε hε
    exact (dampedPropagator_closed hw hε q).symm
```

On shell, \(q^2=w^2\), the denominator becomes \(2iw\varepsilon+\varepsilon^2=\varepsilon(\varepsilon+2iw)\). Therefore

\[
|D_\varepsilon(q)|=\frac1\varepsilon\left|\frac{1-i\varepsilon/w}{\varepsilon+2iw}\right|,
\]

where the second factor tends to \(1/(2|w|)>0\). The magnitude grows without bound, so no finite limit exists at the poles. Lean follows the same factorisation: `hpos` says that the limit of the second factor is positive, and `atTop` expresses unbounded growth.

```lean
/-- On shell, `q² = w²` with `w ≠ 0`, the magnitude of the damped propagator grows without
bound as the damping is removed. -/
theorem on_shell_divergence {w q : ℝ} (hw : w ≠ 0) (hq : q ^ 2 = w ^ 2) :
    Tendsto (fun ε => ‖dampedPropagator w ε q‖) (𝓝[>] 0) atTop := by
  have hwC : (w : ℂ) ≠ 0 := by exact_mod_cast hw
  have hqC : (q : ℂ) ^ 2 = (w : ℂ) ^ 2 := by exact_mod_cast hq
  have hc : ContinuousAt (fun ε : ℝ =>
      I * (1 - I * ε / w) / ((ε : ℂ) + 2 * I * w)) 0 := by
    apply ContinuousAt.div
    · fun_prop
    · fun_prop
    · simp [hw]
  have hpos : 0 < ‖I * (1 - I * ((0 : ℝ) : ℂ) / w) / (((0 : ℝ) : ℂ) + 2 * I * w)‖ := by
    rw [norm_pos_iff]
    simp [hw]
  -- a factor 1/ε multiplies a function with a nonzero limit
  have hl := Tendsto.atTop_mul_pos hpos (tendsto_inv_nhdsGT_zero (𝕜 := ℝ))
    (hc.norm.tendsto.mono_left nhdsWithin_le_nhds)
  refine hl.congr' ?_
  filter_upwards [self_mem_nhdsWithin] with ε hε
  have hε' : 0 < ε := hε
  have hden : (q : ℂ) ^ 2 - (w - I * ε) ^ 2 = ((ε : ℂ) + 2 * I * w) * ε := by
    linear_combination hqC - (ε : ℂ) ^ 2 * I_sq
  rw [dampedPropagator_closed hw hε' q, hden, ← div_div, norm_div _ (ε : ℂ),
    Complex.norm_real, Real.norm_of_nonneg hε'.le]
  ring
```

## What unequal energies leave over

Over a common denominator,

\[
(a^2-w^2)S(a,b)=\frac{(a+w)(a+b-2w)}{2w(b-w)}.
\]

Subtracting 1 leaves the numerator

\[
(a+w)(a+b-2w)-2w(b-w)=(a-w)(a+b),
\]

and hence

\[
(a^2-w^2)S(a,b)-1=\frac{(a-w)(a+b)}{2w(b-w)}.
\]

The hypotheses \(w\neq0\), \(a\neq w\) and \(b\neq w\) keep the denominators in \(S\) nonzero. Lean clears them with `field_simp` and checks the polynomial identity with `ring`.

As a numerical instance, take \(w=2\), \(a=1\), \(b=-1\). Then \(S=\tfrac14(-1-\tfrac13)=-\tfrac13\), and \(a^2-w^2=-3\), so the product is 1. Changing \(b\) to 0 gives \(S=-\tfrac38\) and a product of \(\tfrac98\). The excess \(\tfrac18\) agrees with the formula.

```lean
/-- For `w ≠ 0`, `a ≠ w` and `b ≠ w`, the failure of the ordering sum to invert `a² - w²` has
`a + b` as a factor. -/
theorem orderingSum_defect {w a b : ℝ} (hw : w ≠ 0) (ha : a ≠ w) (hb : b ≠ w) :
    (a ^ 2 - w ^ 2) * orderingSum w a b - 1 =
      (a - w) * (a + b) / (2 * w * (b - w)) := by
  have h1 : a - w ≠ 0 := sub_ne_zero.mpr ha
  have h2 : b - w ≠ 0 := sub_ne_zero.mpr hb
  unfold orderingSum
  field_simp
  ring
```

Since \(a-w\) is nonzero, the right-hand side vanishes exactly when \(a+b=0\):

\[
(a^2-w^2)S(a,b)=1\quad\Longleftrightarrow\quad b=-a .
\]

When this holds, \(a^2-w^2\) is nonzero and \(S=1/(a^2-w^2)\). The time integral has this balance built in: its two terms carry the energies \(q\) and \(-q\). The forward direction of the proof removes the nonzero factors one at a time; the reverse direction sets \(a+b=0\) in the identity.

```lean
/-- For `w ≠ 0`, `a ≠ w` and `b ≠ w`, the ordering sum is the inverse of `a² - w²` exactly
when `b = -a`. -/
theorem orderingSum_covariant_iff {w a b : ℝ} (hw : w ≠ 0) (ha : a ≠ w) (hb : b ≠ w) :
    (a ^ 2 - w ^ 2) * orderingSum w a b = 1 ↔ b = -a := by
  have hd := orderingSum_defect hw ha hb
  have h1 : a - w ≠ 0 := sub_ne_zero.mpr ha
  have h2 : 2 * w * (b - w) ≠ 0 :=
    mul_ne_zero (mul_ne_zero two_ne_zero hw) (sub_ne_zero.mpr hb)
  constructor
  · intro h
    rw [h, sub_self] at hd
    have h3 := (div_eq_zero_iff.mp hd.symm).resolve_right h2
    have h4 := (mul_eq_zero.mp h3).resolve_left h1
    linarith
  · intro h
    have h3 : a + b = 0 := by linarith
    rw [h3, mul_zero, zero_div] at hd
    linarith
```

## Energy conservation in two-particle exchange

In the process \(1+2\to3+4\), let \(E_j\) be the energy of particle \(j\). If particle 1 emits first, the intermediate state has energy \(E_3+E_2+w\); if particle 2 emits first, it has energy \(E_1+E_4+w\). Subtracting each from the initial energy \(E_1+E_2\) gives the denominators

\[
E_1-E_3-w,\qquad E_2-E_4-w .
\]

Thus \(a=E_1-E_3\) and \(b=E_2-E_4\), and \(b=-a\) reads \(E_1+E_2=E_3+E_4\).

The hypotheses `h₁` and `h₂` say that neither intermediate state is degenerate with the initial one. The four energies are otherwise arbitrary real numbers, with no dispersion relation imposed. The proof identifies \(a\) and \(b\), applies the preceding equivalence and rearranges the energy balance.

For two electrons and no phonons in the initial state, second-order perturbation theory gives the same pair of denominators for the exchange of a phonon, with \(w\) the phonon frequency, equal at opposite wavevectors. The two terms add as above if their vertex factors are equal.

```lean
/-- In the exchange process `1 + 2 → 3 + 4` with `w ≠ 0` and neither intermediate state
degenerate with the initial one, the two orderings add up to the inverse of
`(E₁ - E₃)² - w²` exactly when energy is conserved. -/
theorem exchange_energy_conservation {w E₁ E₂ E₃ E₄ : ℝ} (hw : w ≠ 0)
    (h₁ : E₁ + E₂ ≠ E₃ + E₂ + w) (h₂ : E₁ + E₂ ≠ E₁ + E₄ + w) :
    ((E₁ - E₃) ^ 2 - w ^ 2) *
      ((1 / ((E₁ + E₂) - (E₃ + E₂ + w)) + 1 / ((E₁ + E₂) - (E₁ + E₄ + w))) / (2 * w)) = 1
      ↔ E₁ + E₂ = E₃ + E₄ := by
  have ha : E₁ - E₃ ≠ w := fun h => h₁ (by linarith)
  have hb : E₂ - E₄ ≠ w := fun h => h₂ (by linarith)
  have e₁ : (E₁ + E₂) - (E₃ + E₂ + w) = E₁ - E₃ - w := by ring
  have e₂ : (E₁ + E₂) - (E₁ + E₄ + w) = E₂ - E₄ - w := by ring
  rw [e₁, e₂]
  refine (orderingSum_covariant_iff hw ha hb).trans ?_
  constructor <;> intro h <;> linarith

end

end TimeOrderedPropagator
```

```lean
#print axioms TimeOrderedPropagator.feynman_propagator
#print axioms TimeOrderedPropagator.on_shell_divergence
#print axioms TimeOrderedPropagator.exchange_energy_conservation
```

```
'TimeOrderedPropagator.feynman_propagator' depends on axioms: [propext, Classical.choice, Quot.sound]
'TimeOrderedPropagator.on_shell_divergence' depends on axioms: [propext, Classical.choice, Quot.sound]
'TimeOrderedPropagator.exchange_energy_conservation' depends on axioms: [propext, Classical.choice, Quot.sound]
```
